# Free-particle time slicing is exact in imaginary time and in damped real time

A free particle moves on a line for a time $T$, and I cut the motion into $N$ equal slices, as one does when setting up a path integral. Each slice contributes a Gaussian kernel with a complex square root in front, and I integrate over every intermediate position. I call $s=i\hbar T/(2m)$ the complex time. For a displacement $x$ over the whole time $T$ the kernel is

$$K_s(x)=(4\pi s)^{-1/2}\,e^{-x^2/(4s)} .$$

Real time puts $s$ on the imaginary axis, where the integrals only oscillate, so I give $s$ a positive real part. The $N$ short kernels should then compose to exactly $K_s$ for every $N\ge 1$. What bothers me is the root: $N$ prefactors and $N-1$ Gaussian integrals each bring one, and a minus sign could slip in anywhere. Can the claim be proved with the branch under control, and checked by machine?

## Two slices compose without a stray sign

Yes. With the principal root throughout, no sign appears, and the whole argument rests on the case of two slices.

Let $a$ and $b$ have positive real parts. The composed kernel is $\int K_a(x-y)K_b(y)\,dy$ over the real line. Put

$$B=\frac1{4a}+\frac1{4b}=\frac{a+b}{4ab}.$$

Since $\mathrm{Re}(1/q)=\mathrm{Re}(q)/|q|^2$, we have $\mathrm{Re}\,B>0$. The exponent of the integrand is

$$-\frac{(x-y)^2}{4a}-\frac{y^2}{4b}=-By^2+\frac{x}{2a}\,y-\frac{x^2}{4a},$$

so its modulus is a decaying Gaussian in $y$ and the integral converges absolutely. The formula

$$\int e^{-By^2+ky}\,dy=(\pi/B)^{1/2}e^{k^2/(4B)}$$

is elementary for $B>0$ and real $k$. It extends to $\mathrm{Re}\,B>0$ and complex $k$ because both sides are analytic there. With $k=x/(2a)$ the remaining exponent is

$$\frac{x^2}{16a^2B}-\frac{x^2}{4a}=\frac{x^2}{4a}\left(\frac{b}{a+b}-1\right)=-\frac{x^2}{4(a+b)},$$

which is the exponent of $K_{a+b}$.

The prefactor is $u^{-1/2}v^{-1/2}z^{1/2}$ with $u=4\pi a$, $v=4\pi b$ and $z=\pi/B$. It should equal $w^{-1/2}$ with $w=4\pi(a+b)$. Indeed $uv=16\pi^2ab=wz$, hence

$$\log u+\log v-\log w-\log z=2\pi i\,n$$

for some integer $n$. All four numbers lie in the right half-plane, so each argument is smaller than $\pi/2$ in size. The imaginary part of the left side is therefore smaller than $2\pi$ in size, and $n=0$. Multiplying by $-\tfrac12$ and exponentiating gives the required identity, so $K_a*K_b=K_{a+b}$.

## From two slices to N, and on to real time

Set $a=s/N$. One slice is $K_a$. If $n+1$ slices give $K_{(n+1)a}$, one more gives $K_a*K_{(n+1)a}=K_{(n+2)a}$. At $N=n+1$ the total time is $Na=s$.

Now multiply all kernels by the same nonzero constant $c$. Composition produces $c^2K_{a+b}$, while the rule demands $cK_{a+b}$. The kernel never vanishes, so $c=1$. In particular $c=-1$, the opposite root for every kernel, is excluded.

Finally let $s=\varepsilon+it$ with $t=\hbar T/(2m)>0$ and $\varepsilon\to0^+$. The number $4\pi s$ stays away from the cut along the negative real axis, so the root is continuous and

$$K_s(x)\to\frac{e^{-i\pi/4}}{\sqrt{4\pi t}}\,e^{ix^2/(4t)}=\sqrt{\frac{m}{2\pi\hbar T}}\;e^{-i\pi/4}\,e^{imx^2/(2\hbar T)} .$$

Here is the complete Lean file.

```lean
import Mathlib

open MeasureTheory Filter Topology
open scoped Real

namespace ComplexTimeSlicing

noncomputable section

/-- The free-particle kernel `(4πs)^(-1/2) exp(-x²/(4s))` at complex time `s ≠ 0`,
with the principal branch of the root. -/
def kernel (s : ℂ) (x : ℝ) : ℂ :=
  (4 * π * s) ^ (-(1 / 2) : ℂ) * Complex.exp (-(x : ℂ) ^ 2 / (4 * s))

/-- Composition of two translation-invariant kernels: integration over the intermediate point. -/
def conv (f g : ℝ → ℂ) (x : ℝ) : ℂ := ∫ y : ℝ, f (x - y) * g y

/-- The `N`-fold convolution of `f` with itself, for `N ≥ 1`; the value at `N = 0` is a
placeholder. -/
def convPow (f : ℝ → ℂ) : ℕ → ℝ → ℂ
  | 0 => 0
  | 1 => f
  | n + 2 => conv f (convPow f (n + 1))

/-- If `u v = w z` and all four numbers have positive real part, their principal square roots
combine without a sign. -/
theorem principal_root_mul {u v w z : ℂ} (hu : 0 < u.re) (hv : 0 < v.re) (hw : 0 < w.re)
    (hz : 0 < z.re) (h : u * v = w * z) :
    u ^ (-(1 / 2) : ℂ) * v ^ (-(1 / 2) : ℂ) * z ^ (1 / 2 : ℂ) = w ^ (-(1 / 2) : ℂ) := by
  have ne : ∀ q : ℂ, 0 < q.re → q ≠ 0 := by
    rintro q hq rfl
    simp at hq
  have hexp : Complex.exp (Complex.log u + Complex.log v - Complex.log w - Complex.log z) = 1 := by
    rw [Complex.exp_sub, Complex.exp_sub, Complex.exp_add, Complex.exp_log (ne u hu),
      Complex.exp_log (ne v hv), Complex.exp_log (ne w hw), Complex.exp_log (ne z hz), h,
      div_div, div_self (mul_ne_zero (ne w hw) (ne z hz))]
  -- the logarithms agree up to a multiple of 2πi
  obtain ⟨n, hn⟩ := Complex.exp_eq_one_iff.1 hexp
  have him : u.arg + v.arg - w.arg - z.arg = n * (2 * π) := by
    simpa [Complex.log_im] using congrArg Complex.im hn
  have harg : ∀ q : ℂ, 0 < q.re → -(π / 2) < q.arg ∧ q.arg < π / 2 := fun q hq =>
    abs_lt.1 (Complex.abs_arg_lt_pi_div_two_iff.2 (Or.inl hq))
  obtain ⟨u1, u2⟩ := harg u hu
  obtain ⟨v1, v2⟩ := harg v hv
  obtain ⟨w1, w2⟩ := harg w hw
  obtain ⟨z1, z2⟩ := harg z hz
  -- four arguments of absolute value below π/2 leave no room for a nonzero multiple
  have h1 : (n : ℝ) < 1 := by
    by_contra hc
    nlinarith [Real.pi_pos]
  have h2 : (-1 : ℝ) < n := by
    by_contra hc
    nlinarith [Real.pi_pos]
  have h1' : n < 1 := by exact_mod_cast h1
  have h2' : -1 < n := by exact_mod_cast h2
  have hn0 : n = 0 := by omega
  have hlog : Complex.log u + Complex.log v - Complex.log w - Complex.log z = 0 := by
    rw [hn, hn0]
    simp
  rw [Complex.cpow_def_of_ne_zero (ne u hu), Complex.cpow_def_of_ne_zero (ne v hv),
    Complex.cpow_def_of_ne_zero (ne w hw), Complex.cpow_def_of_ne_zero (ne z hz),
    ← Complex.exp_add, ← Complex.exp_add]
  congr 1
  linear_combination (-1 / 2 : ℂ) * hlog

/-- The kernel at complex time `s ≠ 0` vanishes nowhere. -/
theorem kernel_ne_zero {s : ℂ} (hs : s ≠ 0) (x : ℝ) : kernel s x ≠ 0 := by
  have h : (4 * π * s : ℂ) ≠ 0 := by simp [hs, Real.pi_ne_zero]
  rw [kernel, Complex.cpow_def_of_ne_zero h]
  exact mul_ne_zero (Complex.exp_ne_zero _) (Complex.exp_ne_zero _)

/-- Two slices of complex times `a` and `b` with positive real parts compose to the kernel
at time `a + b`. -/
theorem kernel_conv {a b : ℂ} (ha : 0 < a.re) (hb : 0 < b.re) (x : ℝ) :
    conv (kernel a) (kernel b) x = kernel (a + b) x := by
  have ne : ∀ q : ℂ, 0 < q.re → q ≠ 0 := by
    rintro q hq rfl
    simp at hq
  have hinv : ∀ q : ℂ, 0 < q.re → 0 < (q⁻¹).re := by
    intro q hq
    rw [Complex.inv_re]
    exact div_pos hq (Complex.normSq_pos.2 (ne q hq))
  have h4 : ∀ q : ℂ, 0 < q.re → 0 < (4 * q).re := by
    intro q hq
    simpa using hq
  have h4pi : ∀ q : ℂ, 0 < q.re → 0 < (4 * π * q).re := by
    intro q hq
    rw [mul_assoc]
    apply h4
    rw [Complex.re_ofReal_mul]
    exact mul_pos Real.pi_pos hq
  have hab : 0 < (a + b).re := by
    rw [Complex.add_re]
    exact add_pos ha hb
  have ha0 := ne a ha
  have hb0 := ne b hb
  have hab0 := ne _ hab
  obtain ⟨B, hB⟩ : ∃ B : ℂ, B = (4 * a)⁻¹ + (4 * b)⁻¹ := ⟨_, rfl⟩
  have hBre : 0 < B.re := by
    rw [hB, Complex.add_re]
    exact add_pos (hinv _ (h4 a ha)) (hinv _ (h4 b hb))
  have hB' : B = (a + b) / (4 * a * b) := by
    rw [hB]
    field_simp
    ring
  -- the integrand is the exponential of a quadratic polynomial in y
  have hint : ∀ y : ℝ, kernel a (x - y) * kernel b y =
      ((4 * π * a) ^ (-(1 / 2) : ℂ) * (4 * π * b) ^ (-(1 / 2) : ℂ)) *
        Complex.exp (-B * (y : ℂ) ^ 2 + (x / (2 * a)) * y + -(x : ℂ) ^ 2 / (4 * a)) := by
    intro y
    rw [kernel, kernel, mul_mul_mul_comm, ← Complex.exp_add, hB]
    congr 2
    push_cast
    ring
  have hE : -(x : ℂ) ^ 2 / (4 * a) - (x / (2 * a)) ^ 2 / (4 * -B) =
      -(x : ℂ) ^ 2 / (4 * (a + b)) := by
    rw [hB']
    field_simp
    ring
  have hz : 0 < ((π : ℂ) / B).re := by
    rw [div_eq_mul_inv, Complex.re_ofReal_mul]
    exact mul_pos Real.pi_pos (hinv B hBre)
  have hprod : (4 * π * a : ℂ) * (4 * π * b) = (4 * π * (a + b)) * (π / B) := by
    rw [hB']
    field_simp
  have hneg : (-B).re < 0 := by
    rw [Complex.neg_re]
    linarith
  simp only [conv, hint]
  rw [integral_const_mul, integral_cexp_quadratic hneg, hE, ← mul_assoc, neg_neg,
    principal_root_mul (h4pi a ha) (h4pi b hb) (h4pi _ hab) hz hprod]
  rfl

/-- For complex times with positive real parts the integrand over the intermediate point is
integrable. -/
theorem slice_integrable {a b : ℂ} (ha : 0 < a.re) (hb : 0 < b.re) (x : ℝ) :
    Integrable (fun y : ℝ => kernel a (x - y) * kernel b y) := by
  by_contra h
  have hab : a + b ≠ 0 := by
    intro h0
    have := congrArg Complex.re h0
    rw [Complex.add_re, Complex.zero_re] at this
    linarith
  -- a non-integrable integrand would give the value zero
  exact kernel_ne_zero hab x ((kernel_conv ha hb x).symm.trans (integral_undef h))

/-- Composing `n + 1` equal slices of complex time `a`, with `Re a > 0`, gives the kernel at
time `(n + 1) a`. -/
theorem convPow_kernel {a : ℂ} (ha : 0 < a.re) (n : ℕ) :
    convPow (kernel a) (n + 1) = kernel (((n : ℂ) + 1) * a) := by
  induction n with
  | zero => simp [convPow]
  | succ n ih =>
    have hre : 0 < (((n : ℂ) + 1) * a).re := by
      have h : 0 < ((((n : ℝ) + 1 : ℝ) : ℂ) * a).re := by
        rw [Complex.re_ofReal_mul]
        exact mul_pos (by positivity) ha
      push_cast at h
      exact h
    change conv (kernel a) (convPow (kernel a) (n + 1)) = _
    rw [ih]
    funext x
    rw [kernel_conv ha hre]
    congr 1
    push_cast
    ring

/-- Free-particle time slicing is exact: for `Re s > 0` and every `N ≥ 1`, the `N`-fold
convolution of the kernel at time `s / N` is the kernel at time `s`, principal branch included. -/
theorem time_slicing_exact {s : ℂ} (hs : 0 < s.re) {N : ℕ} (hN : 1 ≤ N) :
    convPow (kernel (s / N)) N = kernel s := by
  obtain ⟨n, rfl⟩ := Nat.exists_eq_add_of_le' hN
  have hre : 0 < (s / ((n + 1 : ℕ) : ℂ)).re := by
    rw [Complex.div_natCast_re]
    positivity
  have hn : (n : ℂ) + 1 ≠ 0 := Nat.cast_add_one_ne_zero n
  rw [convPow_kernel hre]
  congr 1
  push_cast
  field_simp

/-- For times with positive real parts, a nonzero constant factor `c` common to all kernels is
compatible with composition if and only if `c = 1`. -/
theorem branch_fixed {a b c : ℂ} (ha : 0 < a.re) (hb : 0 < b.re) (hc : c ≠ 0) :
    conv (fun x => c * kernel a x) (fun x => c * kernel b x) =
      (fun x => c * kernel (a + b) x) ↔ c = 1 := by
  have hconv : ∀ x, conv (fun x => c * kernel a x) (fun x => c * kernel b x) x =
      c * c * kernel (a + b) x := by
    intro x
    rw [← kernel_conv ha hb x]
    change ∫ y : ℝ, (c * kernel a (x - y)) * (c * kernel b y) =
      c * c * ∫ y : ℝ, kernel a (x - y) * kernel b y
    rw [← integral_const_mul]
    congr 1
    funext y
    ring
  have hab : a + b ≠ 0 := by
    intro h0
    have := congrArg Complex.re h0
    rw [Complex.add_re, Complex.zero_re] at this
    linarith
  constructor
  · intro h
    have h0 : c * c * kernel (a + b) 0 = c * kernel (a + b) 0 :=
      (hconv 0).symm.trans (congrFun h 0)
    have h1 : c * c = c := mul_right_cancel₀ (kernel_ne_zero hab 0) h0
    exact mul_left_cancel₀ hc (h1.trans (mul_one c).symm)
  · rintro rfl
    funext x
    rw [hconv, mul_one]

/-- For `t > 0` and fixed `x`, as `ε → 0⁺` the kernel at complex time `ε + i t` tends to the
oscillating real-time kernel with the phase `exp(-iπ/4)`. -/
theorem real_time_limit {t : ℝ} (ht : 0 < t) (x : ℝ) :
    Tendsto (fun ε : ℝ => kernel (ε + t * Complex.I) x) (𝓝[>] 0)
      (𝓝 (((√(4 * π * t) : ℝ) : ℂ)⁻¹ * Complex.exp (-(π / 4) * Complex.I) *
        Complex.exp (Complex.I * (x : ℂ) ^ 2 / (4 * t)))) := by
  have ht0 : (t : ℂ) ≠ 0 := Complex.ofReal_ne_zero.2 ht.ne'
  -- the principal root on the positive imaginary axis
  have hroot : ∀ r : ℝ, 0 < r → ((r : ℂ) * Complex.I) ^ (-(1 / 2) : ℂ) =
      ((√r : ℝ) : ℂ)⁻¹ * Complex.exp (-(π / 4) * Complex.I) := by
    intro r hr
    have hsq : √r = Real.exp (Real.log r / 2) := by
      rw [← Real.log_sqrt hr.le, Real.exp_log (Real.sqrt_pos.2 hr)]
    rw [Complex.cpow_def_of_ne_zero
        (mul_ne_zero (Complex.ofReal_ne_zero.2 hr.ne') Complex.I_ne_zero),
      Complex.log_ofReal_mul hr Complex.I_ne_zero, Complex.log_I, hsq, Complex.ofReal_exp,
      ← Complex.exp_neg, ← Complex.exp_add]
    congr 1
    simp only [Complex.ofReal_div, Complex.ofReal_ofNat]
    ring
  have hE : -(x : ℂ) ^ 2 / (4 * (t * Complex.I)) = Complex.I * (x : ℂ) ^ 2 / (4 * t) := by
    rw [div_eq_div_iff (by simp [ht.ne']) (by simp [ht.ne'])]
    linear_combination (-4 * (t : ℂ) * (x : ℂ) ^ 2) * Complex.I_sq
  have h0 : kernel (((0 : ℝ) : ℂ) + t * Complex.I) x =
      ((√(4 * π * t) : ℝ) : ℂ)⁻¹ * Complex.exp (-(π / 4) * Complex.I) *
        Complex.exp (Complex.I * (x : ℂ) ^ 2 / (4 * t)) := by
    have hc : (4 * π * (t * Complex.I) : ℂ) = ((4 * π * t : ℝ) : ℂ) * Complex.I := by
      push_cast
      ring
    rw [Complex.ofReal_zero, zero_add, kernel, hE, hc, hroot _ (by positivity)]
  -- the imaginary axis away from zero does not meet the cut
  have hcont : ContinuousAt (fun ε : ℝ => kernel (ε + t * Complex.I) x) 0 := by
    unfold kernel
    apply ContinuousAt.mul
    · apply ContinuousAt.cpow (by fun_prop) continuousAt_const
      exact Complex.mem_slitPlane_iff.2 (Or.inr (by simp [Real.pi_ne_zero, ht.ne']))
    · apply ContinuousAt.cexp
      exact ContinuousAt.div continuousAt_const (by fun_prop) (by simp [ht.ne'])
  rw [← h0]
  exact hcont.tendsto.mono_left nhdsWithin_le_nhds

end

end ComplexTimeSlicing
```

```lean
#print axioms ComplexTimeSlicing.slice_integrable
-- 'ComplexTimeSlicing.slice_integrable' depends on axioms: [propext, Classical.choice, Quot.sound]
#print axioms ComplexTimeSlicing.time_slicing_exact
-- 'ComplexTimeSlicing.time_slicing_exact' depends on axioms: [propext, Classical.choice, Quot.sound]
#print axioms ComplexTimeSlicing.branch_fixed
-- 'ComplexTimeSlicing.branch_fixed' depends on axioms: [propext, Classical.choice, Quot.sound]
#print axioms ComplexTimeSlicing.real_time_limit
-- 'ComplexTimeSlicing.real_time_limit' depends on axioms: [propext, Classical.choice, Quot.sound]
```

## What the Lean statements say about the particle

`kernel s x` is $K_s(x)$, with complex `s` and real `x`. Lean's complex power uses the principal logarithm, and this fixes the branch. `conv` integrates over the intermediate position, and `convPow f N` contains $N$ kernels and $N-1$ such integrals; its value at `N = 0` is a placeholder.

`time_slicing_exact` is the main result: if `0 < s.re` and `1 ≤ N`, then `convPow (kernel (s / N)) N = kernel s`, as an equality of functions of position. The condition on `s.re` stands for damping. For real positive $s=\hbar^2\beta/(2m)$, with $\beta$ the inverse temperature, the kernel is the unnormalised free thermal density matrix, that is, the position-space kernel of $e^{-\beta H}$ with $H$ the free Hamiltonian; a small positive real part added to an imaginary $s$ regularises real-time propagation.

`branch_fixed` takes one pair of times `a`, `b` and a nonzero `c`, and says that the rescaled kernels compose correctly if and only if `c = 1`. It concerns a common constant only: a time-dependent factor $e^{\lambda s}$, as a constant potential would produce, passes the same test.

`real_time_limit` holds at each fixed position, for `t > 0`, along the horizontal approach `ε + t * Complex.I`. It is a limit of the kernel itself and says nothing about exchanging that limit with the slice integrals.

The model is one free particle on an infinite line, with neither a potential nor a periodic box. Within it, the number of beads in an imaginary-time path integral causes no discretisation error in the kernel.

## How Lean controls the root and the integrals

`principal_root_mul` is the branch argument. `Complex.exp_eq_one_iff` supplies the integer `n`, `harg` bounds the four arguments, `nlinarith` places `n` strictly between $-1$ and $1$, and `omega` concludes that it is zero. The closing `linear_combination` is the multiplication by $-\tfrac12$.

`kernel_conv` composes two slices. Its step `hint` writes the integrand as a constant times the exponential of a quadratic in `y`. Mathlib's `integral_cexp_quadratic` then evaluates the Gaussian integral; it expects a leading coefficient with negative real part, which is `-B` here. The step `hE` simplifies the exponent, `hprod` is the identity $uv=wz$, and `principal_root_mul` combines the roots.

`slice_integrable` confirms that the integral is a genuine one, by a shorter route than the Gaussian bound above. Lean assigns the value zero to the integral of a non-integrable function, but `kernel_conv` gives the value `kernel (a + b) x`, which `kernel_ne_zero` shows to be nonzero.

`convPow_kernel` is the induction on the number of slices, with `kernel_conv` as its step. `time_slicing_exact` writes `N` as `n + 1` and cancels it against the denominator of `s / N`.

In `branch_fixed`, `hconv` pulls the factor `c * c` out of the integral; evaluating at position zero and cancelling the nonzero kernel and `c` leaves `c = 1`. In `real_time_limit`, `hroot` computes the principal root on the positive imaginary axis, and `hcont` proves continuity there because the axis away from zero avoids the cut.

## Two slices exactly on the real-time axis

The condition $\mathrm{Re}\,s>0$ matters already for $s=i$ and $N=2$. Each slice is $K_{i/2}$, whose prefactor has modulus $(2\pi)^{-1/2}$ and whose exponential has modulus $1$. The integrand therefore has the constant modulus $1/(2\pi)$ on the whole line and is not integrable. Lean's `conv` returns zero, whereas $|K_i(x)|=(4\pi)^{-1/2}$, so the stated equality fails. Composition at real time needs another reading of the integral, for instance as a limit of damped ones.

The branch argument needs its half-plane too. Take $u=v=-1$ and $w=z=1$, so that $uv=wz$. The principal value of $(-1)^{-1/2}$ is $-i$, so the left side of the root identity is $(-i)^2=-1$, while the right side is $1$. These four numbers do not come from two slices, for which $w=u+v$; they show only that the root identity, taken by itself, can fail outside the half-plane.
